# Self-screening lowers the squared excitation energy of one electron in two orbitals of opposite parity in the static Bethe–Salpeter equation with a Hartree–Fock gap

One spinless electron occupies a real orbital $i$, and a second real orbital $a$ of opposite parity lies at an energy $d$ above it. The electron has no partner to interact with, so its exact excitation energy is $d$. The full Bethe–Salpeter equation, without the Tamm–Dancoff approximation, with a Hartree–Fock gap and an interaction screened statically in the random-phase approximation with the same gap gives instead

$$\omega^2 = d^2 - B^2 < d^2, \qquad B = \frac{2K^2}{d+J+K} > 0,$$

provided that $K>0$ and that the Hartree–Fock gap $D=d+J-K$ is positive. Here $J=(ii|aa)$ is the Coulomb repulsion between the two orbital densities, and $K=(ia|ia)$ is the self-repulsion of the transition density $\phi_i\phi_a$, which is positive for a nonzero density with Coulomb forces. The condition $D>0$ says that the occupied Hartree–Fock level lies below the empty one.

Static screened kernels are common in calculations of molecular excitations, and this two-orbital model isolates an error that such a kernel makes when an electron screens its own interaction.

## The Hartree–Fock gap, the screened interaction and the eigenvalues

Take real orbitals with one-electron levels $e$ and $e+d$. In the basis of orbital products $(ii,aa,ia)$ the Coulomb matrix is

$$v=\begin{pmatrix}U&J&0\\J&U'&0\\0&0&K\end{pmatrix},$$

where $U=(ii|ii)$ and $U'=(aa|aa)$. The zeros hold, for example, when $i$ and $a$ have opposite parity.

With $i$ occupied, the Fock matrix is $F_{pq}=h_{pq}+(pq|ii)-(pi|iq)$, where $h$ is the one-electron Hamiltonian. Its elements are

$$F_{ii}=e+U-U=e,\qquad F_{aa}=e+d+J-K,\qquad F_{ia}=0.$$

The occupied orbital is free of self-interaction, but the empty one feels the electron in $i$. The gap is therefore $D=d+J-K$.

The only transition is $i\to a$. Its response $1/(\omega-D)-1/(\omega+D)$ equals $-2/D$ at zero frequency, so $\chi_0=\mathrm{diag}(0,0,-2/D)$ and

$$1-v\chi_0=\mathrm{diag}\left(1,1,\frac{D+2K}{D}\right).$$

Inverting this matrix and multiplying by $v$ gives $W=(1-v\chi_0)^{-1}v$. It agrees with $v$ except in the last entry:

$$W_{ii,aa}=J,\qquad W_{ia,ia}=\frac{KD}{D+2K}.$$

The Bethe–Salpeter matrix $\begin{pmatrix}A&B\\-B&-A\end{pmatrix}$ then has the elements

$$A=D+K-W_{ii,aa}=(d+J-K)+K-J=d,$$

$$B=K-W_{ia,ia}=\frac{K(D+2K)-KD}{D+2K}=\frac{2K^2}{D+2K}=\frac{2K^2}{d+J+K}.$$

The secular equation is

$$0=(d-\omega)(-d-\omega)+B^2=\omega^2-d^2+B^2,$$

which gives the stated result. A real solution exists exactly when $B\le|d|$; otherwise the eigenvalues are purely imaginary.

With the bare $v$ in place of $W$, $A$ is still $d$, but $B=K-K=0$ and $\omega=\pm d$. In this model the whole error thus comes from screening. It enters only through $B$: the Tamm–Dancoff approximation, which drops $B$, gives the exact $d$ here even with the screened interaction.

## Orbitals, interaction and response as matrices

In Lean 4 with Mathlib:

```lean
import Mathlib

open Matrix

namespace StaticBSESelfScreening

noncomputable section
```

The pair basis is numbered 0, 1, 2 for $ii$, $aa$, $ia$. All parameters are real numbers, and neither $U$ nor $U'$ will affect the excitations.

```lean
/-- The Coulomb matrix in the basis of orbital pairs (ii, aa, ia). -/
def coulomb (U U' J K : ℝ) : Matrix (Fin 3) (Fin 3) ℝ :=
  !![U, J, 0; J, U', 0; 0, 0, K]
```

The table `pair` sends two orbital labels to the position of their product. Both orders of $i$ and $a$ give position 2, which is where the orbitals are taken to be real.

```lean
/-- The position of a product of two orbitals in the pair basis; orbital 0 is i, orbital 1 is a. -/
def pair : Matrix (Fin 2) (Fin 2) (Fin 3) := !![0, 2; 2, 1]
```

The one-electron Hamiltonian is diagonal, so the exact excitation energy `d` is read directly from its entries.

```lean
/-- The one-electron Hamiltonian with levels `e` and `e + d`; its exact gap is `d`. -/
def oneBody (e d : ℝ) : Matrix (Fin 2) (Fin 2) ℝ := !![e, 0; 0, e + d]
```

In `fock`, the second term is the Hartree contribution $(pq|ii)$ and the third is the exchange contribution $(pi|iq)$. There is no spin factor.

```lean
/-- The Fock matrix for one spinless electron in orbital i: one-body part plus Hartree
term minus exchange term. -/
def fock (h : Matrix (Fin 2) (Fin 2) ℝ) (v : Matrix (Fin 3) (Fin 3) ℝ) :
    Matrix (Fin 2) (Fin 2) ℝ :=
  Matrix.of fun p q => h p q + v (pair p q) (pair 0 0) - v (pair p 0) (pair 0 q)
```

The name `gap` stands for the Hartree–Fock gap, not for the exact one.

```lean
/-- The difference of the diagonal Fock elements of orbitals a and i. -/
def gap (h : Matrix (Fin 2) (Fin 2) ℝ) (v : Matrix (Fin 3) (Fin 3) ℝ) : ℝ :=
  fock h v 1 1 - fock h v 0 0
```

The response enters as a definition with the gap as its argument. The factor 2 comes from the two time orders of the transition, not from spin.

```lean
/-- The static independent-particle response for a gap `D ≠ 0`. -/
def chi0 (D : ℝ) : Matrix (Fin 3) (Fin 3) ℝ :=
  !![0, 0, 0; 0, 0, 0; 0, 0, -2 / D]
```

The screened interaction is an actual matrix inverse times `v`.

```lean
/-- The static screened interaction `W = (1 - v χ₀)⁻¹ v`, for `D ≠ 0` and invertible
`1 - v χ₀`. -/
def screened (v : Matrix (Fin 3) (Fin 3) ℝ) (D : ℝ) : Matrix (Fin 3) (Fin 3) ℝ :=
  (1 - v * chi0 D)⁻¹ * v
```

In `bseMatrix`, the entry `W 0 1` is $W_{ii,aa}$, and `W 2 2` is $W_{ia,ia}$.

```lean
/-- The matrix `[[A, B], [-B, -A]]` with `A = D + v(ia,ia) - W(ii,aa)` and
`B = v(ia,ia) - W(ia,ia)`. -/
def bseMatrix (D : ℝ) (v W : Matrix (Fin 3) (Fin 3) ℝ) : Matrix (Fin 2) (Fin 2) ℝ :=
  !![D + v 2 2 - W 0 1, v 2 2 - W 2 2; -(v 2 2 - W 2 2), -(D + v 2 2 - W 0 1)]
```

The matrix `staticBSE` uses the Hartree–Fock gap twice, on the diagonal and inside the response. Calculations that start from $GW$ quasiparticle energies use a different gap. The result does not carry over to them as it stands, because the cancellation $A=d$ relies on $D=d+J-K$.

```lean
/-- The Bethe-Salpeter matrix with Hartree-Fock gap and static screened interaction, on the
domain of `screened`. -/
def staticBSE (h : Matrix (Fin 2) (Fin 2) ℝ) (v : Matrix (Fin 3) (Fin 3) ℝ) :
    Matrix (Fin 2) (Fin 2) ℝ :=
  bseMatrix (gap h v) v (screened v (gap h v))
```

Time-dependent Hartree–Fock theory keeps the same gap and the same matrix form, with the bare interaction in the kernel.

```lean
/-- The time-dependent Hartree-Fock matrix: the bare interaction takes the place of `W`. -/
def tdhf (h : Matrix (Fin 2) (Fin 2) ℝ) (v : Matrix (Fin 3) (Fin 3) ℝ) :
    Matrix (Fin 2) (Fin 2) ℝ :=
  bseMatrix (gap h v) v v
```

The quantity called $B$ above has its own name, `selfCoupling`.

```lean
/-- The coupling `2K² / (d + J + K)`, for `d + J + K ≠ 0`. -/
def selfCoupling (d J K : ℝ) : ℝ := 2 * K ^ 2 / (d + J + K)
```

An excitation is here any complex eigenvalue with a nonzero eigenvector. This is wider than textbook use, since it admits negative and imaginary values.

```lean
/-- `ω` is a complex eigenvalue of the real matrix `M`. -/
def IsExcitation (M : Matrix (Fin 2) (Fin 2) ℝ) (ω : ℂ) : Prop :=
  ∃ x : Fin 2 → ℂ, x ≠ 0 ∧ M.map Complex.ofReal *ᵥ x = ω • x
```

## From the Fock matrix to the screened kernel

The first theorem states the full Fock matrix. The proof splits the matrix equation into its four entries with `ext` and `fin_cases`, and `simp` evaluates the Hartree and exchange terms in each.

```lean
/-- The Fock matrix is diagonal: the occupied level stays at `e`, and the empty level is
shifted by `J - K`. -/
theorem fock_eq (U U' J K e d : ℝ) :
    fock (oneBody e d) (coulomb U U' J K) = !![e, 0; 0, e + d + J - K] := by
  ext i j
  fin_cases i <;> fin_cases j <;> simp [fock, oneBody, coulomb, pair]
```

Subtracting the diagonal entries gives $D=d+J-K$, so the gap relation is a consequence of the Fock matrix and not an assumption.

```lean
/-- The Hartree-Fock gap is the exact gap plus `J - K`. -/
theorem gap_eq (U U' J K e d : ℝ) :
    gap (oneBody e d) (coulomb U U' J K) = d + J - K := by
  rw [gap, fock_eq]
  change e + d + J - K - e = d + J - K
  ring
```

The next theorem says that for $K>0$ and $D>0$ the determinant of $1-v\chi_0$ is positive, and that $W$ is again a Coulomb matrix of the same form with $K$ replaced by $KD/(D+2K)$. The positive determinant ensures that the inverse in `screened` is a true inverse.

Step `h1` computes the diagonal matrix $1-v\chi_0$, and `h2` multiplies it by the proposed inverse to obtain the identity. `Matrix.inv_eq_right_inv` then identifies the inverse, and the final product is checked entry by entry.

```lean
/-- For positive `D` and `K`, `1 - v χ₀` has positive determinant, and screening only
replaces `K` by `K D / (D + 2K)`. -/
theorem screened_eq (U U' J : ℝ) {K D : ℝ} (hK : 0 < K) (hD : 0 < D) :
    0 < (1 - coulomb U U' J K * chi0 D).det ∧
      screened (coulomb U U' J K) D = coulomb U U' J (K * D / (D + 2 * K)) := by
  have hD' : D ≠ 0 := hD.ne'
  have hs : D + 2 * K ≠ 0 := by positivity
  -- the dielectric matrix differs from 1 only in the ia channel
  have h1 : 1 - coulomb U U' J K * chi0 D =
      !![1, 0, 0; 0, 1, 0; 0, 0, (D + 2 * K) / D] := by
    ext i j
    fin_cases i <;> fin_cases j <;>
      simp [coulomb, chi0]
    field_simp
    ring
  have h2 : !![1, 0, 0; 0, 1, 0; 0, 0, (D + 2 * K) / D] *
      !![1, 0, 0; 0, 1, 0; 0, 0, D / (D + 2 * K)] = (1 : Matrix (Fin 3) (Fin 3) ℝ) := by
    ext i j
    fin_cases i <;> fin_cases j <;>
      simp [Matrix.mul_apply, Fin.sum_univ_succ]
    field_simp
  constructor
  · have hdet : (!![1, 0, 0; 0, 1, 0; 0, 0, (D + 2 * K) / D] :
        Matrix (Fin 3) (Fin 3) ℝ).det = (D + 2 * K) / D := by
      simp [Matrix.det_fin_three]
    rw [h1, hdet]
    positivity
  · rw [screened, h1, Matrix.inv_eq_right_inv h2]
    ext i j
    fin_cases i <;> fin_cases j <;>
      simp [coulomb, Matrix.mul_apply, Fin.sum_univ_succ]
    field_simp
```

## The secular equation and the lowered square

For any real $A$ and $B$, a complex number is an eigenvalue exactly when $\omega^2=A^2-B^2$. The auxiliary statement `key` writes $(M-\omega)x$ as $Mx-\omega x$. `Matrix.exists_mulVec_eq_zero_iff` replaces the existence of a nonzero eigenvector by a vanishing determinant, and `linear_combination` rearranges the resulting equation.

```lean
/-- The eigenvalues of `[[A, B], [-B, -A]]` are the complex solutions of `ω² = A² - B²`. -/
theorem isExcitation_iff (A B : ℝ) (ω : ℂ) :
    IsExcitation !![A, B; -B, -A] ω ↔ ω ^ 2 = (A : ℂ) ^ 2 - (B : ℂ) ^ 2 := by
  have key : ∀ x : Fin 2 → ℂ, !![(A : ℂ) - ω, (B : ℂ); -(B : ℂ), -(A : ℂ) - ω] *ᵥ x =
      (!![A, B; -B, -A]).map Complex.ofReal *ᵥ x - ω • x := by
    intro x
    ext i
    fin_cases i <;> simp [Matrix.mulVec, dotProduct, Fin.sum_univ_two] <;> ring
  -- a nonzero eigenvector exists exactly when the secular determinant vanishes
  have h := Matrix.exists_mulVec_eq_zero_iff
    (M := !![(A : ℂ) - ω, (B : ℂ); -(B : ℂ), -(A : ℂ) - ω])
  simp only [key, sub_eq_zero] at h
  unfold IsExcitation
  rw [h, Matrix.det_fin_two_of]
  constructor <;> intro h' <;> linear_combination h'
```

Now the pieces are combined. Under the two positivity hypotheses, the Bethe–Salpeter matrix has $d$ and $-d$ on its diagonal and a positive coupling off it. In the proof, `hA` is the cancellation $D+K-J=d$, and `hB` is the subtraction of fractions that gave $B$.

```lean
/-- For `K > 0` and a positive Hartree-Fock gap, the static Bethe-Salpeter matrix has the exact
gap `d` on its diagonal and a positive coupling `2K² / (d + J + K)`. -/
theorem staticBSE_eq {U U' J K e d : ℝ} (hK : 0 < K)
    (hD : 0 < gap (oneBody e d) (coulomb U U' J K)) :
    0 < selfCoupling d J K ∧ staticBSE (oneBody e d) (coulomb U U' J K) =
      !![d, selfCoupling d J K; -selfCoupling d J K, -d] := by
  have hg : 0 < d + J - K := by rwa [gap_eq] at hD
  have hp : 0 < d + J + K := by linarith
  have hA : d + J - K + coulomb U U' J K 2 2 -
      coulomb U U' J (K * (d + J - K) / (d + J - K + 2 * K)) 0 1 = d := by
    change d + J - K + K - J = d
    ring
  have hB : coulomb U U' J K 2 2 -
      coulomb U U' J (K * (d + J - K) / (d + J - K + 2 * K)) 2 2 = selfCoupling d J K := by
    change K - K * (d + J - K) / (d + J - K + 2 * K) = 2 * K ^ 2 / (d + J + K)
    rw [show d + J - K + 2 * K = d + J + K by ring, eq_div_iff hp.ne', sub_mul,
      div_mul_cancel₀ _ hp.ne']
    ring
  refine ⟨by unfold selfCoupling; positivity, ?_⟩
  rw [staticBSE, (screened_eq U U' J hK hD).2, gap_eq, bseMatrix, hA, hB]
```

The main theorem concerns every complex eigenvalue: its square has zero imaginary part, and its real part is strictly below $d^2$. The sign of $d$ is left free. The proof inserts the matrix into the secular criterion, recognises $\omega^2$ as the real number $d^2-B^2$, and uses $B^2>0$. At $K=0$ the coupling vanishes and $\omega^2=d^2$, so the strict inequality needs $K\neq0$.

```lean
/-- For `K > 0` and a positive Hartree-Fock gap, every eigenvalue of the static
Bethe-Salpeter matrix has a real square, strictly below the square of the exact gap. -/
theorem staticBSE_sq_lt {U U' J K e d : ℝ} {ω : ℂ} (hK : 0 < K)
    (hD : 0 < gap (oneBody e d) (coulomb U U' J K))
    (hω : IsExcitation (staticBSE (oneBody e d) (coulomb U U' J K)) ω) :
    (ω ^ 2).im = 0 ∧ (ω ^ 2).re < d ^ 2 := by
  obtain ⟨hB, hM⟩ := staticBSE_eq hK hD
  rw [hM, isExcitation_iff] at hω
  have h : ω ^ 2 = ((d ^ 2 - selfCoupling d J K ^ 2 : ℝ) : ℂ) := by
    push_cast
    exact hω
  rw [h, Complex.ofReal_im, Complex.ofReal_re]
  exact ⟨rfl, by linarith [pow_pos hB 2]⟩
```

## Bare interaction and loss of real eigenvalues

With the bare interaction the eigenvalues are exactly $d$ and $-d$, for all real values of the parameters. The off-diagonal element is $K-K=0$, and the remaining equation $\omega^2=d^2$ has only these two solutions.

```lean
/-- With the bare interaction in place of `W`, the eigenvalues are exactly `d` and `-d`. -/
theorem tdhf_exact (U U' J K e d : ℝ) (ω : ℂ) :
    IsExcitation (tdhf (oneBody e d) (coulomb U U' J K)) ω ↔ ω = d ∨ ω = -d := by
  have hA : d + J - K + coulomb U U' J K 2 2 - coulomb U U' J K 0 1 = d := by
    change d + J - K + K - J = d
    ring
  rw [tdhf, bseMatrix, isExcitation_iff, gap_eq, hA, sub_self, Complex.ofReal_zero,
    zero_pow two_ne_zero, sub_zero, sq_eq_sq_iff_eq_or_eq_neg]
```

With the screened interaction, a real eigenvalue exists if and only if $B\le|d|$. In one direction, $\omega^2\ge0$ forces $B^2\le d^2$, and `sq_le_sq` turns this into a comparison of absolute values. In the other, $\sqrt{d^2-B^2}$ is an explicit real eigenvalue.

```lean
/-- For `K > 0` and a positive Hartree-Fock gap, the static Bethe-Salpeter matrix has a real
eigenvalue if and only if the coupling does not exceed `|d|`. -/
theorem staticBSE_real_iff {U U' J K e d : ℝ} (hK : 0 < K)
    (hD : 0 < gap (oneBody e d) (coulomb U U' J K)) :
    (∃ ω : ℝ, IsExcitation (staticBSE (oneBody e d) (coulomb U U' J K)) (ω : ℂ)) ↔
      selfCoupling d J K ≤ |d| := by
  obtain ⟨hB, hM⟩ := staticBSE_eq hK hD
  simp only [hM, isExcitation_iff]
  constructor
  · rintro ⟨ω, h⟩
    have h' : ω ^ 2 = d ^ 2 - selfCoupling d J K ^ 2 := by exact_mod_cast h
    have h2 := sq_le_sq.mp
      (show selfCoupling d J K ^ 2 ≤ d ^ 2 by linarith [sq_nonneg ω])
    rwa [abs_of_pos hB] at h2
  · intro h
    have h2 : selfCoupling d J K ^ 2 ≤ d ^ 2 := sq_le_sq.mpr (by rwa [abs_of_pos hB])
    refine ⟨Real.sqrt (d ^ 2 - selfCoupling d J K ^ 2), ?_⟩
    exact_mod_cast Real.sq_sqrt (sub_nonneg.mpr h2)
```

The last theorem gives parameters for which the condition fails although the exact gap is positive. For $d=1/10$, $J=2$ and $K=1$ the Hartree–Fock gap is $11/10$, while $B=20/31$ exceeds $d$. The exact excitation energy is real, but the static Bethe–Salpeter matrix has only imaginary eigenvalues, about $\pm0.64\,\mathrm{i}$ in the same energy unit. The proof checks that the gap is positive, applies the criterion just shown, and leaves the comparison of the two fractions to `norm_num`.

```lean
/-- For exact gap `1/10` and `U = U' = 3`, `J = 2`, `K = 1`, the static Bethe-Salpeter matrix
has no real eigenvalue. -/
theorem staticBSE_collapse :
    ¬ ∃ ω : ℝ, IsExcitation (staticBSE (oneBody 0 (1 / 10)) (coulomb 3 3 2 1)) (ω : ℂ) := by
  rw [staticBSE_real_iff one_pos (by rw [gap_eq]; norm_num), selfCoupling,
    abs_of_pos (by norm_num)]
  norm_num

end

end StaticBSESelfScreening
```

```lean
#print axioms StaticBSESelfScreening.staticBSE_sq_lt
-- 'StaticBSESelfScreening.staticBSE_sq_lt' depends on axioms: [propext, Classical.choice, Quot.sound]
#print axioms StaticBSESelfScreening.tdhf_exact
-- 'StaticBSESelfScreening.tdhf_exact' depends on axioms: [propext, Classical.choice, Quot.sound]
#print axioms StaticBSESelfScreening.staticBSE_collapse
-- 'StaticBSESelfScreening.staticBSE_collapse' depends on axioms: [propext, Classical.choice, Quot.sound]
```
